# Schwarz screening on a chain with Gaussian-bounded pair factors leaves at most O(N²) integral quartets

Put one localised basis function on each of N equally spaced sites. There are N⁴ ordered two-electron integrals (ab|cd), but a product of functions on distant sites is almost zero, so many of them are negligible. The Schwarz inequality detects this through pair factors:

|(ab|cd)| ≤ Q_ab Q_cd, with Q_ab = √(ab|ab).

A quartet is kept when Q_ab Q_cd ≥ τ, for a threshold τ > 0. How does the number kept grow with N?

```lean
import Mathlib

open Finset Filter Topology

namespace SchwarzScreeningChain

noncomputable section
```

## The chain and the screening test

A quartet is a bra pair (a, b) together with a ket pair (c, d). Order matters, so permutationally equivalent integrals are counted separately.

```lean
/-- An ordered quartet of sites, stored as the bra pair `(a, b)` and the ket pair `(c, d)`. -/
abbrev Quartet (N : ℕ) := (Fin N × Fin N) × (Fin N × Fin N)
```

Sites are elements of `Fin N`, numbered from 0. Distance enters through the signed integer a − b, in units of the lattice spacing.

```lean
/-- The signed separation `a - b` of two sites, in units of the lattice spacing. -/
def gap {N : ℕ} (a b : Fin N) : ℤ := ((a : ℕ) : ℤ) - ((b : ℕ) : ℤ)
```

For identical s-type Gaussians of exponent α at spacing h, the pair factor is exactly

C exp(−μ(a − b)²), with μ = αh²/2 and C = √(aa|aa).

```lean
/-- The Gaussian pair factor `C exp(-μ (a - b)²)`. -/
def gaussianFactor {N : ℕ} (C μ : ℝ) (a b : Fin N) : ℝ :=
  C * Real.exp (-μ * (gap a b : ℝ) ^ 2)
```

The count needs this form only as an upper envelope: 0 ≤ Q_ab ≤ C exp(−μ(a − b)²). In Lean, `Q` is any real function of two sites with this property. The decay is assumed, not derived from a basis set.

```lean
/-- The Schwarz factors `Q` are nonnegative and lie below the Gaussian pair factor. -/
def HasGaussianDecay {N : ℕ} (Q : Fin N → Fin N → ℝ) (C μ : ℝ) : Prop :=
  ∀ a b, 0 ≤ Q a b ∧ Q a b ≤ gaussianFactor C μ a b
```

The surviving quartets are those that pass the test.

```lean
/-- The quartets that survive Schwarz screening, `Q_ab Q_cd ≥ τ`. -/
def survivors {N : ℕ} (Q : Fin N → Fin N → ℝ) (τ : ℝ) : Finset (Quartet N) :=
  univ.filter fun q => τ ≤ Q q.1.1 q.1.2 * Q q.2.1 q.2.2
```

The two separations x = a − b and y = c − d will turn out to be confined to a lattice disc, x² + y² ≤ m².

```lean
/-- The integer points `(x, y)` with `x² + y² ≤ m²`. -/
def disc (m : ℕ) : Finset (ℤ × ℤ) :=
  (Icc (-(m : ℤ)) m ×ˢ Icc (-(m : ℤ)) m).filter fun p => p.1 ^ 2 + p.2 ^ 2 ≤ (m : ℤ) ^ 2
```

## From the threshold to a radius

For exactly Gaussian factors, the product depends only on x² + y²:

Q_ab Q_cd = C² exp(−μ(x² + y²)).

Requiring this to be at least τ and taking logarithms gives

μ(x² + y²) ≤ ln(C²/τ).

```lean
/-- For exactly Gaussian factors, a quartet survives if and only if
`μ ((a - b)² + (c - d)²) ≤ ln(C²/τ)`. -/
theorem gaussian_survives_iff {N : ℕ} {C μ τ : ℝ} (hC : 0 < C) (hτ : 0 < τ)
    (a b c d : Fin N) :
    τ ≤ gaussianFactor C μ a b * gaussianFactor C μ c d ↔
      μ * ((gap a b : ℝ) ^ 2 + (gap c d : ℝ) ^ 2) ≤ Real.log (C ^ 2 / τ) := by
  have hpos : 0 < C ^ 2 / τ := by positivity
  have hprod : gaussianFactor C μ a b * gaussianFactor C μ c d =
      C ^ 2 * Real.exp (-(μ * ((gap a b : ℝ) ^ 2 + (gap c d : ℝ) ^ 2))) := by
    unfold gaussianFactor
    rw [show -(μ * ((gap a b : ℝ) ^ 2 + (gap c d : ℝ) ^ 2)) =
      -μ * (gap a b : ℝ) ^ 2 + -μ * (gap c d : ℝ) ^ 2 by ring, Real.exp_add]
    ring
  rw [hprod, Real.le_log_iff_exp_le hpos, le_div_iff₀ hτ, Real.exp_neg, ← div_eq_mul_inv,
    le_div_iff₀ (Real.exp_pos _), mul_comm τ]
```

The proof first combines the exponentials (`hprod`), then rearranges the inequality by equivalences, so both directions hold. Positive C and τ make the logarithm legitimate.

Choose a natural number m with ln(C²/τ) ≤ μm². The disc of radius m lies in a square whose sides each hold the 2m + 1 integers from −m to m, so it contains at most (2m + 1)² points.

```lean
/-- The disc of radius `m` holds at most `(2m+1)²` integer points. -/
theorem card_disc_le (m : ℕ) : (disc m).card ≤ (2 * m + 1) ^ 2 := by
  have h : (Icc (-(m : ℤ)) m).card = 2 * m + 1 := by
    rw [Int.card_Icc]
    omega
  calc (disc m).card ≤ (Icc (-(m : ℤ)) m ×ˢ Icc (-(m : ℤ)) m).card := card_filter_le _ _
    _ = (2 * m + 1) ^ 2 := by
      rw [card_product, h]
      ring
```

## Counting the survivors

Suppose a quartet survives with factors below the envelope. Then

τ ≤ Q_ab Q_cd ≤ C² exp(−μ(x² + y²)),

so μ(x² + y²) ≤ ln(C²/τ) ≤ μm². Dividing by μ > 0 puts (x, y) in the disc. Moreover, a, c, x and y determine the quartet, because b = a − x and d = c − y. There are N² choices of (a, c), hence

number of survivors ≤ N² × (number of points in the disc).

```lean
/-- The number of surviving quartets is at most `N²` times the number of integer points in the disc
of radius `m`, if `Q` has Gaussian decay and `ln(C²/τ) ≤ μ m²`. -/
theorem card_survivors_le_disc {N m : ℕ} {Q : Fin N → Fin N → ℝ} {C μ τ : ℝ}
    (hC : 0 < C) (hμ : 0 < μ) (hτ : 0 < τ) (hQ : HasGaussianDecay Q C μ)
    (hm : Real.log (C ^ 2 / τ) ≤ μ * (m : ℝ) ^ 2) :
    (survivors Q τ).card ≤ N ^ 2 * (disc m).card := by
  -- the two separations of a surviving quartet lie in the disc
  have key : ∀ q ∈ survivors Q τ,
      ((q.1.1, q.2.1), (gap q.1.1 q.1.2, gap q.2.1 q.2.2)) ∈
        (univ : Finset (Fin N × Fin N)) ×ˢ disc m := by
    rintro ⟨⟨a, b⟩, c, d⟩ hq
    have hs : τ ≤ Q a b * Q c d := (mem_filter.1 hq).2
    have hle : Q a b * Q c d ≤ gaussianFactor C μ a b * gaussianFactor C μ c d :=
      mul_le_mul (hQ a b).2 (hQ c d).2 (hQ c d).1 ((hQ a b).1.trans (hQ a b).2)
    have h1 := ((gaussian_survives_iff hC hτ a b c d).1 (hs.trans hle)).trans hm
    have h2 : (gap a b : ℝ) ^ 2 + (gap c d : ℝ) ^ 2 ≤ (m : ℝ) ^ 2 :=
      le_of_mul_le_mul_left h1 hμ
    have h3 : gap a b ^ 2 + gap c d ^ 2 ≤ (m : ℤ) ^ 2 := by exact_mod_cast h2
    have hm0 : (0 : ℤ) ≤ m := Int.natCast_nonneg m
    have bound : ∀ x y : ℤ, x ^ 2 + y ^ 2 ≤ (m : ℤ) ^ 2 → -(m : ℤ) ≤ x ∧ x ≤ m := by
      intro x y h
      constructor <;> nlinarith [sq_nonneg y]
    exact mem_product.2 ⟨mem_univ _, mem_filter.2 ⟨mem_product.2
      ⟨mem_Icc.2 (bound _ _ h3), mem_Icc.2 (bound _ (gap a b) (by linarith))⟩, h3⟩⟩
  -- a quartet is fixed by `a`, `c` and the two separations
  calc (survivors Q τ).card ≤ ((univ : Finset (Fin N × Fin N)) ×ˢ disc m).card := by
        refine card_le_card_of_injOn
          (fun q => ((q.1.1, q.2.1), (gap q.1.1 q.1.2, gap q.2.1 q.2.2)))
          (fun q hq => mem_coe.2 (key q (mem_coe.1 hq))) ?_
        rintro ⟨⟨a, b⟩, c, d⟩ _ ⟨⟨a', b'⟩, c', d'⟩ _ h
        simp only [Prod.mk.injEq, gap] at h ⊢
        obtain ⟨⟨rfl, rfl⟩, h1, h2⟩ := h
        exact ⟨⟨rfl, Fin.ext (by omega)⟩, rfl, Fin.ext (by omega)⟩
    _ = N ^ 2 * (disc m).card := by
        rw [card_product, card_univ, Fintype.card_prod, Fintype.card_fin, pow_two]
```

The statement `key` is the confinement to the disc. `card_le_card_of_injOn` then compares the two counts through the map (a, b, c, d) ↦ (a, c, x, y), and `omega` recovers b and d from the separations. This bound is at least as sharp as the one from the square: for m = 0 they agree, while for m = 1 the disc has 5 points and the square 9.

Replacing the disc by the square gives the upper bound (2m + 1)²N². For a lower bound, suppose that every Q_aa ≥ √τ, which physically means that each on-site repulsion (aa|aa) is at least τ. Then

Q_aa Q_cc ≥ √τ √τ = τ,

so all N² quartets (aa|cc) survive.

```lean
/-- If `Q` has Gaussian decay and `ln(C²/τ) ≤ μ m²`, at most `(2m+1)² N²` quartets survive, and at
least `N²` survive if every diagonal factor `Q_aa` is at least `√τ`. -/
theorem card_survivors_quadratic {N m : ℕ} {Q : Fin N → Fin N → ℝ} {C μ τ : ℝ}
    (hC : 0 < C) (hμ : 0 < μ) (hτ : 0 < τ) (hQ : HasGaussianDecay Q C μ)
    (hm : Real.log (C ^ 2 / τ) ≤ μ * (m : ℝ) ^ 2) :
    (survivors Q τ).card ≤ (2 * m + 1) ^ 2 * N ^ 2 ∧
      ((∀ a, √τ ≤ Q a a) → N ^ 2 ≤ (survivors Q τ).card) := by
  constructor
  · calc (survivors Q τ).card ≤ N ^ 2 * (disc m).card :=
          card_survivors_le_disc hC hμ hτ hQ hm
      _ ≤ N ^ 2 * (2 * m + 1) ^ 2 := Nat.mul_le_mul_left _ (card_disc_le m)
      _ = (2 * m + 1) ^ 2 * N ^ 2 := mul_comm _ _
  · intro hd
    -- the quartets `(aa|cc)` all survive
    have hcard : (univ : Finset (Fin N × Fin N)).card = N ^ 2 := by
      rw [card_univ, Fintype.card_prod, Fintype.card_fin, pow_two]
    rw [← hcard]
    refine card_le_card_of_injOn (fun p => ((p.1, p.1), (p.2, p.2))) ?_ ?_
    · rintro ⟨a, c⟩ _
      refine mem_coe.2 (mem_filter.2 ⟨mem_univ _, ?_⟩)
      calc τ = √τ * √τ := (Real.mul_self_sqrt hτ.le).symm
        _ ≤ Q a a * Q c c := mul_le_mul (hd a) (hd c) (Real.sqrt_nonneg τ) (hQ a a).1
    · rintro ⟨a, c⟩ _ ⟨a', c'⟩ _ h
      simp only [Prod.mk.injEq] at h ⊢
      exact ⟨h.1.1, h.2.1⟩
```

The theorem states both bounds, with the diagonal condition attached only to the second. At fixed C, μ and τ, one m serves every chain length, so the growth is quadratic when the diagonal condition holds. For N ≤ 2m + 1 the upper bound is no better than the trivial N⁴.

To apply this test, one can compute the Q_ab once, store them, and compare the product with τ before evaluating the integral. Production programs often refine it, for instance by screening whole shells of functions or by including density-matrix elements. A plain fourfold loop still performs N⁴ comparisons; sorting the pairs by Q lets the inner loop stop at the first failure. The theorem counts surviving quartets, not comparisons.

## The integrals themselves

If |(ab|cd)| ≤ Q_ab Q_cd, every integral of magnitude at least τ belongs to a surviving quartet. The same upper bound therefore applies to the large integrals.

```lean
/-- If the integrals obey the Schwarz inequality `|(ab|cd)| ≤ Q_ab Q_cd`, the factors `Q` have
Gaussian decay and `ln(C²/τ) ≤ μ m²`, then at most `(2m+1)² N²` of them have magnitude `τ` or more.
-/
theorem card_large_integrals_le {N m : ℕ} {Q : Fin N → Fin N → ℝ} {C μ τ : ℝ}
    (hC : 0 < C) (hμ : 0 < μ) (hτ : 0 < τ) (hQ : HasGaussianDecay Q C μ)
    (hm : Real.log (C ^ 2 / τ) ≤ μ * (m : ℝ) ^ 2)
    (g : Fin N → Fin N → Fin N → Fin N → ℝ)
    (hg : ∀ a b c d, |g a b c d| ≤ Q a b * Q c d) :
    (univ.filter fun q : Quartet N => τ ≤ |g q.1.1 q.1.2 q.2.1 q.2.2|).card ≤
      (2 * m + 1) ^ 2 * N ^ 2 := by
  refine (card_le_card ?_).trans (card_survivors_quadratic hC hμ hτ hQ hm).1
  intro q hq
  exact mem_filter.2 ⟨mem_univ _, (mem_filter.1 hq).2.trans (hg _ _ _ _)⟩
```

Here `g` is an arbitrary real array and the Schwarz inequality is the hypothesis `hg`; no integral is constructed. The lower bound does not carry over: (aa|cc) falls off with distance like a Coulomb repulsion, while Q_aa Q_cc does not see the distance between bra and ket.

## Long chains

Take chains of increasing length with common C, μ and τ. Choose a natural m ≥ ln(C²/τ)/μ. Since m² ≥ m, this m satisfies the radius condition, and for N ≥ 1

(number of survivors)/N⁴ ≤ (2m + 1)²/N² ≤ (2m + 1)²/N → 0.

```lean
/-- If the factors have Gaussian decay with the same `C` and `μ` for every chain length, then at
fixed `τ > 0` the surviving fraction of all `N⁴` quartets tends to zero. -/
theorem surviving_fraction_tendsto_zero {Q : ∀ N : ℕ, Fin N → Fin N → ℝ} {C μ τ : ℝ}
    (hC : 0 < C) (hμ : 0 < μ) (hτ : 0 < τ) (hQ : ∀ N, HasGaussianDecay (Q N) C μ) :
    Tendsto (fun N : ℕ => ((survivors (Q N) τ).card : ℝ) / (N : ℝ) ^ 4) atTop (𝓝 0) := by
  -- choose a screening radius that serves every chain length
  obtain ⟨m, hm⟩ := exists_nat_ge (Real.log (C ^ 2 / τ) / μ)
  have hm1 : Real.log (C ^ 2 / τ) ≤ m * μ := (div_le_iff₀ hμ).1 hm
  have hmm : (m : ℝ) ≤ (m : ℝ) ^ 2 := by exact_mod_cast Nat.le_self_pow two_ne_zero m
  have hm2 : Real.log (C ^ 2 / τ) ≤ μ * (m : ℝ) ^ 2 := by
    linarith [mul_le_mul_of_nonneg_left hmm hμ.le, mul_comm (m : ℝ) μ]
  refine squeeze_zero' (Eventually.of_forall fun N => by positivity) ?_
    (tendsto_const_div_atTop_nhds_zero_nat ((2 * (m : ℝ) + 1) ^ 2))
  filter_upwards [eventually_ge_atTop 1] with N hN
  have hN1 : (1 : ℝ) ≤ N := by exact_mod_cast hN
  have hN0 : (0 : ℝ) < N := by linarith
  have hcount : ((survivors (Q N) τ).card : ℝ) ≤ (2 * (m : ℝ) + 1) ^ 2 * (N : ℝ) ^ 2 := by
    exact_mod_cast (card_survivors_quadratic hC hμ hτ (hQ N) hm2).1
  rw [div_le_div_iff₀ (by positivity) hN0]
  calc ((survivors (Q N) τ).card : ℝ) * N
      ≤ ((2 * (m : ℝ) + 1) ^ 2 * (N : ℝ) ^ 2) * N :=
        mul_le_mul_of_nonneg_right hcount hN0.le
    _ = (2 * (m : ℝ) + 1) ^ 2 * (N : ℝ) ^ 3 := by ring
    _ ≤ (2 * (m : ℝ) + 1) ^ 2 * (N : ℝ) ^ 4 :=
        mul_le_mul_of_nonneg_left (pow_le_pow_right₀ hN1 (by norm_num)) (by positivity)
```

The factors `Q N` may differ from one chain length to the next, provided that they share the envelope. `squeeze_zero'` traps the fraction between zero and the last bound.

For this one-dimensional model with Gaussian-bounded factors, then, screening removes nearly all quartets of a long chain, as one wants in an electronic-structure calculation on an extended system.

The Gaussian factors themselves meet both conditions on Q when √τ ≤ C, because their diagonal values are

Q_aa = C exp(0) = C ≥ √τ.

```lean
/-- The Gaussian pair factors with `√τ ≤ C` satisfy the decay condition and have every
diagonal factor at least `√τ`. -/
theorem gaussianFactor_witness (N : ℕ) {C μ τ : ℝ} (hC : 0 < C) (hτC : √τ ≤ C) :
    HasGaussianDecay (gaussianFactor C μ : Fin N → Fin N → ℝ) C μ ∧
      ∀ a : Fin N, √τ ≤ gaussianFactor C μ a a := by
  refine ⟨fun a b => ⟨?_, le_refl _⟩, fun a => ?_⟩
  · exact mul_nonneg hC.le (Real.exp_pos _).le
  · simpa [gaussianFactor, gap] using hτC

end

end SchwarzScreeningChain
```

The integer lattice does real work in the count: it limits how many sites lie within a given distance of any other. With sites at arbitrary real positions, that limit would have to be assumed, for instance as a minimum spacing. Otherwise all N sites could crowd together and, for τ < C² and exactly Gaussian factors, all N⁴ quartets could survive.

```lean
#print axioms SchwarzScreeningChain.card_large_integrals_le
-- 'SchwarzScreeningChain.card_large_integrals_le' depends on axioms: [propext, Classical.choice, Quot.sound]
#print axioms SchwarzScreeningChain.surviving_fraction_tendsto_zero
-- 'SchwarzScreeningChain.surviving_fraction_tendsto_zero' depends on axioms: [propext, Classical.choice, Quot.sound]
```
